# Being in phase is not a transitive relation between qubit states

Call two state vectors in phase when their overlap is real and positive. The theorem shows by an example in ℂ² that this relation is not transitive: the normalised qubit states (3/5, 4/5) and (3/5, 4i/5) are each in phase with (1, 0), but not with each other, since their overlap is 9/25 + 16i/25. The attempt first proves a coordinate formula for the inner product, `key`, which conjugates the entries of the first vector. It then splits the statement into its five parts and leaves the arithmetic of each to `norm_num`.

In Lean, a first try:

```lean
import Mathlib

open scoped InnerProductSpace ComplexConjugate

namespace InPhaseNotTransitive

noncomputable section

variable {E : Type*} [NormedAddCommGroup E] [InnerProductSpace ℂ E]

/-- Two states are in phase when their overlap is real and positive. -/
def InPhase (u v : E) : Prop :=
  0 < (inner ℂ u v).re ∧ (inner ℂ u v).im = 0

/-- The vector `(3/5, 4z/5)` for a complex number `z`; it is a normalised qubit state when
`|z| = 1`. -/
def qubit (z : ℂ) : EuclideanSpace ℂ (Fin 2) := !₂[3 / 5, 4 / 5 * z]

/-- Being in phase is not transitive: the unit vectors `(3/5, 4/5)` and `(3/5, 4i/5)` are each
in phase with `(1, 0)`, but not with each other. -/
theorem inPhase_not_transitive :
    ‖qubit 1‖ = 1 ∧ ‖qubit Complex.I‖ = 1 ∧
      InPhase (qubit 1) !₂[1, 0] ∧ InPhase !₂[1, 0] (qubit Complex.I) ∧
      ¬ InPhase (qubit 1) (qubit Complex.I) := by
  have key : ∀ a b c d : ℂ,
      inner ℂ (!₂[a, b] : EuclideanSpace ℂ (Fin 2)) !₂[c, d] = conj a * c + conj b * d := by
    intro a b c d
    simp [PiLp.inner_apply, Fin.sum_univ_two, mul_comm]
  unfold InPhase qubit
  refine ⟨?_, ?_, ?_, ?_, ?_⟩
  · norm_num [EuclideanSpace.norm_eq, Fin.sum_univ_two]
  · norm_num [EuclideanSpace.norm_eq, Fin.sum_univ_two]
  · rw [key]
    constructor <;> norm_num
  · rw [key]
    constructor <;> norm_num
  · -- the remaining overlap has imaginary part 16/25
    rintro ⟨_, h⟩
    rw [key] at h
    norm_num at h

end

end InPhaseNotTransitive
```

The compiler's answer:

```
Main.lean:33:2: error: unsolved goals
case refine_3.left
key : ∀ (a b c d : ℂ), ⟪!₂[a, b], !₂[c, d]⟫_ℂ = (starRingEnd ℂ) a * c + (starRingEnd ℂ) b * d
⊢ 0 < ((starRingEnd ℂ) 3 / (starRingEnd ℂ) 5).re

case refine_3.right
key : ∀ (a b c d : ℂ), ⟪!₂[a, b], !₂[c, d]⟫_ℂ = (starRingEnd ℂ) a * c + (starRingEnd ℂ) b * d
⊢ ((starRingEnd ℂ) 3 / (starRingEnd ℂ) 5).im = 0
Main.lean:37:2: error: unsolved goals
case refine_5
key : ∀ (a b c d : ℂ), ⟪!₂[a, b], !₂[c, d]⟫_ℂ = (starRingEnd ℂ) a * c + (starRingEnd ℂ) b * d
left✝ : 0 < (⟪!₂[3 / 5, 4 / 5 * 1], !₂[3 / 5, 4 / 5 * Complex.I]⟫_ℂ).re
h : ((starRingEnd ℂ) 3 / (starRingEnd ℂ) 5).im * (3 / 5) + ((starRingEnd ℂ) 4 / (starRingEnd ℂ) 5).re * (4 / 5) = 0
⊢ False
```

What went wrong. Both errors come from complex conjugates of real numbers that `norm_num` did not evaluate. After `rw [key]`, the conjugate of `3 / 5` ended up as `(starRingEnd ℂ) 3 / (starRingEnd ℂ) 5`, and there the simplification stopped. In the third part, this left Lean unable to see that the overlap with (1, 0) has positive real part and zero imaginary part. In the fifth, the hypothesis `h` really says 16/25 = 0, but with the conjugates of 3, 4 and 5 still in it, `norm_num` found no contradiction.

The repair proves the two conjugates beforehand, as `h3` and `h4`, using `Complex.conj_eq_iff_im`: a complex number equals its conjugate exactly when its imaginary part is zero. `h4` is stated for `4 / 5 * 1` because that is how the second entry of `qubit 1` reads once unfolded. Rewriting with both facts straight after `key` removes the conjugates before `norm_num` runs, so that only ordinary arithmetic is left in both parts.

The repair, with which the file compiles:

```diff
@@ -27,9 +27,14 @@
     intro a b c d
     simp [PiLp.inner_apply, Fin.sum_univ_two, mul_comm]
+  -- the amplitudes of the first state are real
+  have h3 : conj (3 / 5 : ℂ) = 3 / 5 := Complex.conj_eq_iff_im.mpr (by norm_num)
+  have h4 : conj (4 / 5 * 1 : ℂ) = 4 / 5 := by
+    rw [mul_one]
+    exact Complex.conj_eq_iff_im.mpr (by norm_num)
   unfold InPhase qubit
   refine ⟨?_, ?_, ?_, ?_, ?_⟩
   · norm_num [EuclideanSpace.norm_eq, Fin.sum_univ_two]
   · norm_num [EuclideanSpace.norm_eq, Fin.sum_univ_two]
-  · rw [key]
+  · rw [key, h3, h4]
     constructor <;> norm_num
   · rw [key]
@@ -37,5 +42,5 @@
   · -- the remaining overlap has imaginary part 16/25
     rintro ⟨_, h⟩
-    rw [key] at h
+    rw [key, h3, h4] at h
     norm_num at h
 
```
